# In a model of n irreversible steps in series, one turnover per attempt time is reached within ln(n)/β above the limiting potential

An electrochemical reaction often proceeds through several elementary steps, each transferring one electron. Let step i cost the free energy G_i at zero applied potential, and measure energies and potentials in the same unit by setting the electron charge to one. With the sign of the potential U chosen so that raising it drives the reaction, the cost of step i becomes G_i − U. All steps are downhill once U passes M = max G_i, the limiting potential. For given levels G_i this criterion contains no further temperature dependence and uses only the largest level. At finite temperature every step takes some time, and the question is how far the potential at which the reaction reaches a set rate can lie from M. In a model where step i takes the time exp(β(G_i − U)) at every potential, downhill or not, in units of an attempt time common to all steps, and the times add, with n ≥ 1 steps and inverse temperature β = 1/(k_B T) > 0, the rate reaches one turnover per attempt time at a single potential between M and M + ln(n)/β.

## The steps, their times and the rate

```lean
import Mathlib

open Real Finset

namespace OnsetPotential

noncomputable section

variable {ι : Type*} [Fintype ι] [Nonempty ι] {β : ℝ}
```

The steps are labelled by the elements of a type `ι`, a finite set of labels, and `[Nonempty ι]` says that there is at least one. Their number n appears later as `Fintype.card ι`. The labels carry no order, which is harmless because only sums and maxima over the steps occur. The real number `β` has no sign yet; each theorem states its own condition.

```lean
/-- Total time for steps in series at potential `U`: step `i` with level `G i` contributes
`exp (β (G i - U))`. -/
def seriesTime (β : ℝ) (G : ι → ℝ) (U : ℝ) : ℝ := ∑ i, exp (β * (G i - U))
```

`G : ι → ℝ` is a function that assigns the real level G_i, written `G i`, to each step. The definition reads

τ(U) = Σ_i exp(β(G_i − U)).

This formula is postulated. It stands for thermally activated steps whose barrier is the whole free-energy cost G_i − U, with one attempt frequency common to all steps, whose inverse is the unit of time. Adding the times describes steps that run one after the other without back reaction. The model has no additional kinetic barriers, no dependence of the levels on coverage and no transport, and the time of a step keeps falling exponentially after the step has become downhill. The root found below lies at U ≥ M, where every cost G_i − U is at most zero, so the result rests on this continuation: if no step could take less than one attempt time, the rate would stay at or below 1/n and would never reach one for n ≥ 2.

```lean
/-- The series rate at potential `U`, the reciprocal of the total time. -/
def seriesRate (β : ℝ) (G : ι → ℝ) (U : ℝ) : ℝ := 1 / seriesTime β G U
```

The rate is R(U) = 1/τ(U), in units of the attempt frequency. The condition R(U) = 1 is a convention for "onset": one complete turnover per attempt time.

```lean
/-- The limiting potential: the largest of the step levels `G i`. -/
def limitingPotential (G : ι → ℝ) : ℝ := univ.sup' univ_nonempty G
```

`univ` is the set of all labels, and `univ.sup' univ_nonempty G` is the largest value of G on it. A maximum needs at least one element, and `univ_nonempty` supplies the evidence. This is M.

```lean
/-- The onset potential `ln (∑ exp (β G i)) / β` at inverse temperature `β`. -/
def onset (β : ℝ) (G : ι → ℝ) : ℝ := log (∑ i, exp (β * G i)) / β
```

With Z = Σ_i exp(βG_i) and `log` the natural logarithm, this defines

U₀ = ln(Z)/β.

At this point U₀ is only a formula; that it is the root of R(U) = 1 is proved below.

## The rate as a single exponential

```lean
/-- The total time is a single exponential in the distance of `U` from the onset potential. -/
theorem seriesTime_eq (hβ : β ≠ 0) (G : ι → ℝ) (U : ℝ) :
    seriesTime β G U = exp (β * (onset β G - U)) := by
  have hZ : 0 < ∑ i, exp (β * G i) := Finset.sum_pos (fun i _ => exp_pos _) univ_nonempty
  have h0 : β * (log (∑ i, exp (β * G i)) / β) = log (∑ i, exp (β * G i)) := by
    field_simp
  have h1 : β * (onset β G - U) = log (∑ i, exp (β * G i)) + -(β * U) := by
    unfold onset
    linear_combination h0
  -- the factor exp (-β U) is common to all steps
  rw [h1, exp_add, exp_log hZ, Finset.sum_mul]
  unfold seriesTime
  refine Finset.sum_congr rfl fun i _ => ?_
  rw [← exp_add]
  congr 1
  ring
```

A theorem lists its hypotheses in brackets, each with a name, and gives its claim after the colon; the proof follows `by`. Here `hβ : β ≠ 0` is the only condition, and the claim is τ(U) = exp(β(U₀ − U)). By hand, β(U₀ − U) = ln Z − βU because β ≠ 0, and Z > 0 because it is a nonempty sum of exponentials, so

exp(β(U₀ − U)) = Z exp(−βU) = Σ_i exp(βG_i) exp(−βU) = Σ_i exp(β(G_i − U)) = τ(U).

In the proof `hZ` is Z > 0 and `h1` is the rewritten exponent. `exp_log hZ` gives exp(ln Z) = Z, `Finset.sum_mul` carries the common factor into the sum, and `Finset.sum_congr` compares the two sums term by term.

```lean
/-- The series rate equals `exp (β (U - onset))`. -/
theorem seriesRate_eq (hβ : β ≠ 0) (G : ι → ℝ) (U : ℝ) :
    seriesRate β G U = exp (β * (U - onset β G)) := by
  unfold seriesRate
  rw [seriesTime_eq hβ, one_div, ← exp_neg]
  congr 1
  ring
```

Taking the reciprocal reverses the sign of the exponent:

R(U) = exp(β(U − U₀)).

```lean
/-- For `β > 0` the series rate increases strictly with the potential. -/
theorem seriesRate_strictMono (hβ : 0 < β) (G : ι → ℝ) : StrictMono (seriesRate β G) := by
  intro U V hUV
  rw [seriesRate_eq hβ.ne', seriesRate_eq hβ.ne', exp_lt_exp]
  exact mul_lt_mul_of_pos_left (by linarith) hβ
```

`StrictMono` means that U < V implies R(U) < R(V). For β > 0 the exponents satisfy β(U − U₀) < β(V − U₀), and `exp_lt_exp` transfers this to the exponentials. The main theorem does not use this result. It shows that the rate is below one under the root and above one over it, as the word onset suggests.

```lean
/-- The series rate equals one exactly at the onset potential. -/
theorem seriesRate_eq_one_iff (hβ : β ≠ 0) (G : ι → ℝ) (U : ℝ) :
    seriesRate β G U = 1 ↔ U = onset β G := by
  rw [seriesRate_eq hβ]
  constructor
  · intro h
    have h1 : β * (U - onset β G) = 0 := exp_eq_exp.mp (h.trans exp_zero.symm)
    have h2 := (mul_eq_zero.mp h1).resolve_left hβ
    linarith
  · intro h
    rw [h, sub_self, mul_zero, exp_zero]
```

The symbol `↔` is "if and only if", and `constructor` splits it into two directions. If exp(β(U − U₀)) = 1 = exp(0), then β(U − U₀) = 0 since exp is injective (`exp_eq_exp`), and β ≠ 0 leaves U = U₀. Conversely, U = U₀ gives exp(0) = 1.

## The two bounds and when they are reached

```lean
/-- For `β > 0` the onset potential is at least the limiting potential. -/
theorem limiting_le_onset (hβ : 0 < β) (G : ι → ℝ) : limitingPotential G ≤ onset β G := by
  obtain ⟨i, -, hi⟩ := Finset.exists_mem_eq_sup' univ_nonempty G
  have hi' : limitingPotential G = G i := hi
  -- the limiting step alone is a lower bound for the total time
  have h1 : exp (β * (G i - G i)) ≤ seriesTime β G (G i) :=
    Finset.single_le_sum (f := fun j => exp (β * (G j - G i)))
      (fun j _ => (exp_pos _).le) (mem_univ i)
  rw [seriesTime_eq hβ.ne', exp_le_exp] at h1
  have h2 := le_of_mul_le_mul_left h1 hβ
  linarith
```

The claim is M ≤ U₀. The remaining arguments all evaluate the total time at the limiting potential,

S = τ(M) = Σ_j exp(β(G_j − M)) = exp(β(U₀ − M)).

Choose a step i with G_i = M; `Finset.exists_mem_eq_sup'` provides it. Its term in S is exp(0) and no term is negative, so exp(0) ≤ S, which is `Finset.single_le_sum`. Comparing exponents gives 0 ≤ β(U₀ − M), and dividing by β > 0 gives M ≤ U₀. The proof keeps the zero in the form `β * (G i - G i)` and cancels β with `le_of_mul_le_mul_left`.

```lean
/-- The onset potential is at most the limiting potential plus `ln n / β`, and it reaches this
value exactly when all step levels are equal. -/
theorem onset_upper (hβ : 0 < β) (G : ι → ℝ) :
    onset β G ≤ limitingPotential G + log (Fintype.card ι : ℝ) / β ∧
    (onset β G = limitingPotential G + log (Fintype.card ι : ℝ) / β ↔ ∀ i j, G i = G j) := by
  have hn : (0 : ℝ) < (Fintype.card ι : ℝ) := by exact_mod_cast Fintype.card_pos
  have hone : ∑ _i : ι, (1 : ℝ) = (Fintype.card ι : ℝ) := by simp
  have h0 : β * (log (Fintype.card ι : ℝ) / β) = log (Fintype.card ι : ℝ) := by
    field_simp
  -- at the limiting potential each step contributes at most one
  have hle : ∀ i ∈ (univ : Finset ι), exp (β * (G i - limitingPotential G)) ≤ (1 : ℝ) := by
    intro i hi
    have h1 : G i ≤ limitingPotential G := Finset.le_sup' G hi
    have h2 : β * (G i - limitingPotential G) ≤ 0 := by nlinarith
    exact (exp_le_exp.mpr h2).trans_eq exp_zero
  have hS : ∑ i, exp (β * (G i - limitingPotential G))
      = exp (β * (onset β G - limitingPotential G)) :=
    seriesTime_eq hβ.ne' G (limitingPotential G)
  refine ⟨?_, ?_, ?_⟩
  · have h1 := Finset.sum_le_sum hle
    rw [hS, hone] at h1
    have h2 := (le_log_iff_exp_le hn).mpr h1
    have h3 : onset β G - limitingPotential G ≤ log (Fintype.card ι : ℝ) / β := by
      rw [le_div_iff₀ hβ]
      linarith
    linarith
  · intro h
    have h1 : β * (onset β G - limitingPotential G) = log (Fintype.card ι : ℝ) := by
      rw [h]
      linear_combination h0
    rw [h1, exp_log hn, ← hone] at hS
    -- n terms at most one that sum to n are all equal to one
    have h2 := (Finset.sum_eq_sum_iff_of_le hle).mp hS
    have h3 : ∀ i, G i = limitingPotential G := by
      intro i
      have h4 : β * (G i - limitingPotential G) = 0 :=
        exp_eq_exp.mp ((h2 i (mem_univ i)).trans exp_zero.symm)
      have h5 := (mul_eq_zero.mp h4).resolve_left hβ.ne'
      linarith
    intro i j
    rw [h3 i, h3 j]
  · intro h
    obtain ⟨i, -, hi⟩ := Finset.exists_mem_eq_sup' univ_nonempty G
    have hi' : limitingPotential G = G i := hi
    have h1 : ∑ j, exp (β * (G j - limitingPotential G)) = ∑ _j : ι, (1 : ℝ) := by
      refine Finset.sum_congr rfl fun j _ => ?_
      rw [hi', h j i, sub_self, mul_zero, exp_zero]
    rw [hS, hone] at h1
    have h2 : log (Fintype.card ι : ℝ) = β * (onset β G - limitingPotential G) := by
      rw [← h1, log_exp]
    have h3 : log (Fintype.card ι : ℝ) / β = onset β G - limitingPotential G := by
      rw [div_eq_iff hβ.ne']
      linarith
    linarith
```

The symbol `∧` joins two claims: U₀ ≤ M + ln(n)/β, and equality holds exactly when `∀ i j, G i = G j`, that is, when all levels coincide. Since G_i ≤ M and β > 0, every term obeys exp(β(G_i − M)) ≤ 1, which is `hle`, while `hS` is the closed form of S. The three bullets `·` at the outer level of the proof are the three arguments.

For the inequality, summing `hle` over the n steps gives S ≤ n, hence

β(U₀ − M) ≤ ln n, and so U₀ − M ≤ ln(n)/β.

If the upper value is reached, then β(U₀ − M) = ln n and S = n. The deficits 1 − exp(β(G_i − M)) are non-negative and sum to n − S = 0, so each vanishes; `Finset.sum_eq_sum_iff_of_le` is this step. Then β(G_i − M) = 0, so G_i = M for every i (`h3`), and any two levels agree.

If all levels agree, each equals the maximal one, every term of S is exp(0) = 1, and S = n. Taking the logarithm gives ln n = β(U₀ − M).

```lean
/-- The onset potential equals the limiting potential exactly when there is a single step. -/
theorem onset_eq_limiting_iff (hβ : 0 < β) (G : ι → ℝ) :
    onset β G = limitingPotential G ↔ Fintype.card ι = 1 := by
  constructor
  · intro h
    by_contra hne
    have hpos : 0 < Fintype.card ι := Fintype.card_pos
    obtain ⟨i, -, hi⟩ := Finset.exists_mem_eq_sup' univ_nonempty G
    have hi' : limitingPotential G = G i := hi
    obtain ⟨j, hj⟩ := Fintype.exists_ne_of_one_lt_card (by omega : 1 < Fintype.card ι) i
    -- a second step adds a strictly positive time
    have h1 : exp (β * (G i - G i)) < seriesTime β G (G i) :=
      Finset.single_lt_sum (f := fun k => exp (β * (G k - G i))) hj (mem_univ i) (mem_univ j)
        (exp_pos _) (fun k _ _ => (exp_pos _).le)
    rw [seriesTime_eq hβ.ne', h, hi'] at h1
    exact lt_irrefl _ h1
  · intro h
    have h1 := (onset_upper hβ G).1
    rw [h, Nat.cast_one, log_one, zero_div, add_zero] at h1
    exact le_antisymm h1 (limiting_le_onset hβ G)
```

The lower value is reached exactly when n = 1. Suppose U₀ = M and, for contradiction (`by_contra`), n ≠ 1, so n > 1. Besides the maximising step i there is a step j ≠ i whose term in S is strictly positive, so exp(0) < S by `Finset.single_lt_sum`. But U₀ = M makes S = exp(0), and no number is less than itself. Conversely, for n = 1 the upper bound reads U₀ ≤ M + ln(1)/β = M, and with M ≤ U₀ this gives equality.

## The root of R(U) = 1

```lean
/-- For `n ≥ 1` steps and `β > 0` the series rate equals one at a unique potential `U`, which
lies between `max G` and `max G + ln n / β`; the upper value is reached exactly when all levels
are equal and the lower value exactly when `n = 1`. -/
theorem onset_potential (hβ : 0 < β) (G : ι → ℝ) :
    (∃! U, seriesRate β G U = 1) ∧
    ∀ U, seriesRate β G U = 1 →
      limitingPotential G ≤ U ∧
      U ≤ limitingPotential G + log (Fintype.card ι : ℝ) / β ∧
      (U = limitingPotential G + log (Fintype.card ι : ℝ) / β ↔ ∀ i j, G i = G j) ∧
      (U = limitingPotential G ↔ Fintype.card ι = 1) := by
  refine ⟨⟨onset β G, (seriesRate_eq_one_iff hβ.ne' G _).mpr rfl,
    fun U hU => (seriesRate_eq_one_iff hβ.ne' G U).mp hU⟩, fun U hU => ?_⟩
  rw [(seriesRate_eq_one_iff hβ.ne' G U).mp hU]
  exact ⟨limiting_le_onset hβ G, (onset_upper hβ G).1, (onset_upper hβ G).2,
    onset_eq_limiting_iff hβ G⟩

end

end OnsetPotential
```

```lean
#print axioms OnsetPotential.seriesRate_strictMono
#print axioms OnsetPotential.onset_potential
```

```
'OnsetPotential.seriesRate_strictMono' depends on axioms: [propext, Classical.choice, Quot.sound]
'OnsetPotential.onset_potential' depends on axioms: [propext, Classical.choice, Quot.sound]
```

For any finite nonempty set of steps, any real levels and any β > 0, the symbol `∃!` says that exactly one U has R(U) = 1. Every U with R(U) = 1 satisfies

M ≤ U ≤ M + ln(n)/β,

with U = M + ln(n)/β if and only if all G_i are equal, and U = M if and only if n = 1. For a single step the levels are trivially all equal and the two bounds coincide, so U equals both of them. The statement does not mention `onset`: it concerns the root of the rate equation, and U₀ enters only in the proof. There `seriesRate_eq_one_iff` shows that U₀ is a root and the only one, replaces U by U₀, and the three preceding theorems supply the four claims.

When step free energies from electronic-structure calculations are condensed into the limiting potential, the result says that the onset lies above that number by at most k_B T ln n, within this model of irreversible one-electron steps with a common prefactor, no extra barriers and step times that keep falling once a step is downhill, and for the threshold R = 1. For another threshold rate r the whole interval is shifted by k_B T ln r, as the last section shows, and this shift is not bounded by k_B T ln n; for r < 1/n the whole interval lies below M. At the threshold R = 1, among step profiles with the same maximum and the same n, the flat one has its onset farthest above M.

## Zero and negative β

The examples here and the variant below are ordinary algebra and are not among the Lean theorems above. Values β ≤ 0 correspond to no finite positive temperature and serve only to test the hypothesis β > 0. At β = 0 every step takes unit time, so R(U) = 1/n for all U. With one step every potential is a root, and with two steps none is, so unique existence fails. For β < 0 the root is still unique, since `seriesRate_eq_one_iff` asks only β ≠ 0, but the lower bound is lost. Two steps with both levels 0 and β = −1 have

τ(U) = 2 exp(U),

so R(U) = 1 at U = −ln 2, below M = 0.

## Onset at another threshold rate

For β > 0 and a threshold rate r > 0, the equation R(U) = r reads exp(β(U − U₀)) = r and has the single solution U_r = U₀ + ln(r)/β. Adding ln(r)/β to the bounds on U₀ gives

M + ln(r)/β ≤ U_r ≤ M + ln(nr)/β,

with the same conditions for equality at either end. The choice of threshold shifts the interval and leaves its width ln(n)/β unchanged.
